# Second- and third-order response averages for hydrogen 1s under a dipole and a quadrupole perturbation

The hydrogen atom is described by functions of two real variables, the radius $r$ and $x=\cos\theta$, instead of functions on three-dimensional space. This suits fields that are symmetric about an axis. In atomic units the 1s density is $e^{-2r}/\pi$, and integrating over the azimuth turns the volume element into $2\pi r^2\,dr\,dx$. The average is therefore defined as

$$\langle f\rangle=\int_0^\infty\Big(\int_{-1}^1 f(r,x)\,dx\Big)\,2r^2e^{-2r}\,dr .$$

```lean
import Mathlib

open MeasureTheory Set

namespace HydrogenMultipoleResponse

noncomputable section
```

## The field and the response to it

The quadrupole term needs $P(x)=(3x^2-1)/2$.

```lean
/-- The second Legendre polynomial of x = cos θ. -/
def legendreP2 (x : ℝ) : ℝ := (3 * x ^ 2 - 1) / 2
```

For real strengths $a$ and $b$, the electron's potential energy in the external field is $V=-(a\,r\,x+b\,r^2P)$. The first term belongs to a uniform electric field, the second to a field that grows linearly with the distance from the nucleus.

```lean
/-- The dipole and quadrupole potential energy of the electron, with strengths a and b. -/
def perturbation (a b r x : ℝ) : ℝ := -(a * r * x + b * r ^ 2 * legendreP2 x)
```

The first-order wave function is $\varphi e^{-r}$, up to the 1s normalisation, with $\varphi=a(r+\tfrac{r^2}{2})x+b(\tfrac{r^2}{2}+\tfrac{r^3}{3})P$.

```lean
/-- The factor φ that multiplies the 1s function in the first-order wave function. -/
def response (a b r x : ℝ) : ℝ :=
  a * (r + r ^ 2 / 2) * x + b * (r ^ 2 / 2 + r ^ 3 / 3) * legendreP2 x
```

The average defined above becomes `average`.

```lean
/-- The average over the hydrogen 1s density of a function of r and x = cos θ. -/
def average (f : ℝ → ℝ → ℝ) : ℝ :=
  ∫ r in Ioi (0 : ℝ), (∫ x in (-1 : ℝ)..1, f r x) * (2 * r ^ 2 * Real.exp (-2 * r))
```

The Hamiltonian is a differential expression evaluated point by point, with no operator domain:

$$H=-\tfrac12\Big(\partial_r^2+\tfrac2r\partial_r+\tfrac1{r^2}\partial_x(1-x^2)\partial_x\Big)-\tfrac1r .$$

```lean
/-- The hydrogen Hamiltonian in atomic units, acting on functions of r and x = cos θ. -/
def hydrogenH (f : ℝ → ℝ → ℝ) (r x : ℝ) : ℝ :=
  -(1 / 2) * (deriv (deriv (fun s => f s x)) r + 2 / r * deriv (fun s => f s x) r
    + 1 / r ^ 2 * deriv (fun y => (1 - y ^ 2) * deriv (fun z => f r z) y) x) - f r x / r
```

## Checking the first-order equation

At fixed $x$, $\varphi$ is a cubic in $r$, so the derivative needed is $(c_0+c_1s+c_2s^2+c_3s^3)'=c_1+2c_2s+3c_3s^2$.

```lean
/-- The derivative of a cubic polynomial. -/
theorem hasDerivAt_cubic (c₀ c₁ c₂ c₃ s : ℝ) :
    HasDerivAt (fun s : ℝ => c₀ + c₁ * s + c₂ * s ^ 2 + c₃ * s ^ 3)
      (c₁ + 2 * c₂ * s + 3 * c₃ * s ^ 2) s := by
  have h1 := (hasDerivAt_id' s).const_mul c₁
  have h2 := (hasDerivAt_pow 2 s).const_mul c₂
  have h3 := (hasDerivAt_pow 3 s).const_mul c₃
  refine (((h1.const_add c₀).fun_add h2).fun_add h3).congr_deriv ?_
  norm_num
  ring
```

With the factor $e^{-s}$, the product rule gives another cubic times $e^{-s}$, with coefficients $c_1-c_0,\ 2c_2-c_1,\ 3c_3-c_2,\ -c_3$.

```lean
/-- The derivative of a cubic polynomial in s times exp(-s). -/
theorem deriv_cubic_mul_exp (c₀ c₁ c₂ c₃ : ℝ) :
    deriv (fun s : ℝ => (c₀ + c₁ * s + c₂ * s ^ 2 + c₃ * s ^ 3) * Real.exp (-s)) =
      fun s => ((c₁ - c₀) + (2 * c₂ - c₁) * s + (3 * c₃ - c₂) * s ^ 2 + (-c₃) * s ^ 3)
        * Real.exp (-s) := by
  funext s
  have he : HasDerivAt (fun s : ℝ => Real.exp (-s)) (-Real.exp (-s)) s :=
    ((hasDerivAt_id' s).fun_neg).exp.congr_deriv (by ring)
  exact (((hasDerivAt_cubic c₀ c₁ c₂ c₃ s).fun_mul he).congr_deriv (by ring)).deriv
```

The angular operator multiplies $x$ by $-2$ and $P$ by $-6$, that is, by $-l(l+1)$ with $P_1=x$ and $P_2=P$. Hence

$$(H+\tfrac12)(uP_le^{-r})=-\tfrac12\Big[u''+\big(\tfrac2r-2\big)u'-\tfrac{l(l+1)}{r^2}u\Big]P_le^{-r}.$$

For $u=r+r^2/2$, $l=1$, the bracket is $-2r$; for $u=r^2/2+r^3/3$, $l=2$, it is $-2r^2$. The sum is $(H+\tfrac12)(\varphi e^{-r})=-Ve^{-r}$ for $r>0$. In the proof, `hA` treats the angular part, the cubic lemma is applied twice for the radial part, and `field_simp` and `ring` compare the results.

```lean
/-- The function φ exp(-r) solves the first-order perturbation equation
(H + 1/2) φ exp(-r) = -V exp(-r) at every r > 0. -/
theorem first_order_equation (a b x : ℝ) {r : ℝ} (hr : 0 < r) :
    hydrogenH (fun s y => response a b s y * Real.exp (-s)) r x
      + 1 / 2 * (response a b r x * Real.exp (-r))
      = -(perturbation a b r x * Real.exp (-r)) := by
  have hr0 : r ≠ 0 := hr.ne'
  -- the radial dependence is a cubic times the exponential
  have e : (fun s => response a b s x * Real.exp (-s)) =
      fun s => (0 + (a * x) * s + (a * x / 2 + b * legendreP2 x / 2) * s ^ 2
        + (b * legendreP2 x / 3) * s ^ 3) * Real.exp (-s) := by
    funext s
    simp only [response]
    ring
  -- the angular operator multiplies the two multipoles by -2 and -6
  have hA : deriv (fun y => (1 - y ^ 2) *
      deriv (fun z => response a b r z * Real.exp (-r)) y) x =
      -(2 * (a * (r + r ^ 2 / 2)) * x + 6 * (b * (r ^ 2 / 2 + r ^ 3 / 3)) * legendreP2 x)
        * Real.exp (-r) := by
    generalize Real.exp (-r) = E
    have e1 : (fun z => response a b r z * E) = fun z =>
        (-(b * (r ^ 2 / 2 + r ^ 3 / 3) / 2) * E) + (a * (r + r ^ 2 / 2) * E) * z
          + (3 / 2 * (b * (r ^ 2 / 2 + r ^ 3 / 3)) * E) * z ^ 2 + 0 * z ^ 3 := by
      funext z
      simp only [response, legendreP2]
      ring
    have e2 : (fun y => (1 - y ^ 2) * deriv (fun z => response a b r z * E) y) = fun y =>
        (a * (r + r ^ 2 / 2) * E) + (3 * (b * (r ^ 2 / 2 + r ^ 3 / 3)) * E) * y
          + (-(a * (r + r ^ 2 / 2) * E)) * y ^ 2
          + (-(3 * (b * (r ^ 2 / 2 + r ^ 3 / 3)) * E)) * y ^ 3 := by
      funext y
      rw [e1, (hasDerivAt_cubic _ _ _ _ y).deriv]
      ring
    rw [e2, (hasDerivAt_cubic _ _ _ _ x).deriv]
    simp only [legendreP2]
    ring
  simp only [hydrogenH]
  rw [hA, e, deriv_cubic_mul_exp, deriv_cubic_mul_exp]
  simp only [response, perturbation, legendreP2]
  generalize Real.exp (-r) = E
  field_simp
  ring
```

## Radial and angular integrals

The Gamma function gives $\int_0^\infty r^je^{-2r}dr=j!/2^{j+1}$, and sums follow term by term. Integrability comes from these positive values, because Lean assigns the integral $0$ to a non-integrable function.

```lean
/-- The integral over r > 0 of a polynomial in r times exp(-2r), term by term. -/
theorem radial_polynomial {n : ℕ} (m : ℕ) (c : Fin n → ℝ) :
    ∫ r in Ioi (0 : ℝ), (∑ k, c k * r ^ (m + (k : ℕ))) * Real.exp (-2 * r) =
      ∑ k, c k * (((m + (k : ℕ)).factorial : ℝ) / 2 ^ (m + (k : ℕ) + 1)) := by
  have moment : ∀ j : ℕ, ∫ r in Ioi (0 : ℝ), r ^ j * Real.exp (-2 * r) =
      (j.factorial : ℝ) / 2 ^ (j + 1) := by
    intro j
    have h := Real.integral_rpow_mul_exp_neg_mul_Ioi (a := (j : ℝ) + 1) (r := 2)
      (by positivity) (by norm_num)
    have e : (1 / 2 : ℝ) ^ ((j : ℝ) + 1) = 1 / 2 ^ (j + 1) := by
      rw [← Nat.cast_succ, Real.rpow_natCast, one_div_pow]
    rw [Real.Gamma_nat_eq_factorial, e] at h
    calc _ = ∫ t in Ioi (0 : ℝ), t ^ ((j : ℝ) + 1 - 1) * Real.exp (-(2 * t)) := by
          refine setIntegral_congr_fun measurableSet_Ioi (fun t _ => ?_)
          simp only [add_sub_cancel_right, Real.rpow_natCast, neg_mul]
      _ = _ := by rw [h]; ring
  -- a nonzero integral can only come from an integrable function
  have integ : ∀ j : ℕ, Integrable (fun r : ℝ => r ^ j * Real.exp (-2 * r))
      (volume.restrict (Ioi 0)) := by
    intro j
    by_contra hj
    have h := moment j
    rw [integral_undef hj] at h
    have : (0 : ℝ) < (j.factorial : ℝ) / 2 ^ (j + 1) := by positivity
    linarith
  simp_rw [Finset.sum_mul, mul_assoc]
  rw [MeasureTheory.integral_finsetSum _ (fun k _ => (integ _).const_mul (c k))]
  refine Finset.sum_congr rfl fun k _ => ?_
  rw [integral_const_mul, moment]
```

In the angle, $\int_{-1}^1x^k\,dx=\frac{1-(-1)^{k+1}}{k+1}$.

```lean
/-- The integral over x = cos θ of a polynomial in x, term by term. -/
theorem angular_polynomial {n : ℕ} (c : Fin n → ℝ) :
    ∫ x in (-1 : ℝ)..1, ∑ k, c k * x ^ (k : ℕ) =
      ∑ k, c k * ((1 - (-1) ^ ((k : ℕ) + 1)) / (((k : ℕ) : ℝ) + 1)) := by
  rw [intervalIntegral.integral_finsetSum]
  · refine Finset.sum_congr rfl fun k _ => ?_
    rw [intervalIntegral.integral_const_mul, integral_pow, one_pow]
  · intro k _
    apply Continuous.intervalIntegrable
    fun_prop
```

Consequently $\int x^2=\tfrac23$, $\int P^2=\tfrac25$, $\int x^2P=\tfrac4{15}$ and $\int P^3=\tfrac4{35}$, while $xP$, $x^3$ and $xP^2$ integrate to zero by parity. The proof lists the polynomial coefficients of each product and integrates them.

```lean
/-- The angular integrals of the product of two dipole-plus-quadrupole factors, and of the square of
the first times the second. -/
theorem angular_products (A B C D : ℝ) :
    (∫ x in (-1 : ℝ)..1, (A * x + B * legendreP2 x) * (C * x + D * legendreP2 x)) =
        2 / 3 * (A * C) + 2 / 5 * (B * D) ∧
    (∫ x in (-1 : ℝ)..1, (A * x + B * legendreP2 x) ^ 2 * (C * x + D * legendreP2 x)) =
        4 / 15 * (A ^ 2 * D + 2 * A * B * C) + 4 / 35 * (B ^ 2 * D) := by
  constructor
  · refine (intervalIntegral.integral_congr fun x _ => ?_).trans
      ((angular_polynomial ![B * D / 4, -(A * D + B * C) / 2, A * C - 3 / 2 * (B * D),
        3 / 2 * (A * D + B * C), 9 / 4 * (B * D)]).trans ?_)
    · simp [Fin.sum_univ_succ, legendreP2]
      ring
    · norm_num [Fin.sum_univ_succ]
      ring
  · refine (intervalIntegral.integral_congr fun x _ => ?_).trans
      ((angular_polynomial ![-(B ^ 2 * D) / 8, (2 * A * B * D + B ^ 2 * C) / 4,
        -(A ^ 2 * D + 2 * A * B * C) / 2 + 9 / 8 * (B ^ 2 * D),
        A ^ 2 * C - 3 / 2 * (2 * A * B * D + B ^ 2 * C),
        3 / 2 * (A ^ 2 * D + 2 * A * B * C) - 27 / 8 * (B ^ 2 * D),
        9 / 4 * (2 * A * B * D + B ^ 2 * C), 27 / 8 * (B ^ 2 * D)]).trans ?_)
    · simp [Fin.sum_univ_succ, legendreP2]
      ring
    · norm_num [Fin.sum_univ_succ]
      ring
```

The average is normalised, $\langle1\rangle=4\cdot2!/2^3=1$, and $\langle V\rangle=0$ because $x$ and $P$ integrate to zero.

```lean
/-- The average of 1 is 1, and the average of the perturbation vanishes. -/
theorem average_one_and_perturbation (a b : ℝ) :
    average (fun _ _ => 1) = 1 ∧ average (perturbation a b) = 0 := by
  constructor
  · have h : ∀ r : ℝ, (∫ _x in (-1 : ℝ)..1, (1 : ℝ)) * (2 * r ^ 2 * Real.exp (-2 * r)) =
        (∑ k : Fin 1, ![(4 : ℝ)] k * r ^ (2 + (k : ℕ))) * Real.exp (-2 * r) := by
      intro r
      have hs : ∑ k : Fin 1, ![(4 : ℝ)] k * r ^ (2 + (k : ℕ)) = 4 * r ^ 2 := by simp
      rw [hs, intervalIntegral.integral_const, smul_eq_mul]
      ring
    unfold average
    rw [funext h, radial_polynomial]
    norm_num [Nat.factorial]
  · have h : ∀ r : ℝ, ∫ x in (-1 : ℝ)..1, perturbation a b r x = 0 := by
      intro r
      refine (intervalIntegral.integral_congr fun x _ => ?_).trans
        ((angular_polynomial ![b * r ^ 2 / 2, -(a * r), -(3 / 2) * (b * r ^ 2)]).trans ?_)
      · simp [Fin.sum_univ_succ, perturbation, legendreP2]
        ring
      · norm_num [Fin.sum_univ_succ]
        ring
    simp only [average, h, zero_mul, integral_zero]
```

## The two averages

Integrating $\varphi V$ over $x$ and multiplying by $2r^2$ gives

$$-\tfrac43a^2r^4-\tfrac23a^2r^5-\tfrac25b^2r^6-\tfrac4{15}b^2r^7 .$$

The moments $\tfrac34,\tfrac{15}8,\tfrac{45}8,\tfrac{315}{16}$ then yield $-(1+\tfrac54)a^2-(\tfrac94+\tfrac{21}4)b^2$, so $\langle\varphi V\rangle=-\tfrac94a^2-\tfrac{15}2b^2$.

```lean
/-- The average of φV is -9a²/4 - 15b²/2. -/
theorem average_response_mul_perturbation (a b : ℝ) :
    average (fun r x => response a b r x * perturbation a b r x) =
      -9 * a ^ 2 / 4 - 15 * b ^ 2 / 2 := by
  have h : ∀ r : ℝ, (∫ x in (-1 : ℝ)..1, response a b r x * perturbation a b r x)
      * (2 * r ^ 2 * Real.exp (-2 * r)) =
      (∑ k : Fin 4, ![-(4 / 3) * a ^ 2, -(2 / 3) * a ^ 2, -(2 / 5) * b ^ 2,
        -(4 / 15) * b ^ 2] k * r ^ (4 + (k : ℕ))) * Real.exp (-2 * r) := by
    intro r
    have e := (angular_products (a * (r + r ^ 2 / 2)) (b * (r ^ 2 / 2 + r ^ 3 / 3))
      (-(a * r)) (-(b * r ^ 2))).1
    have e' : ∀ x, response a b r x * perturbation a b r x =
        (a * (r + r ^ 2 / 2) * x + b * (r ^ 2 / 2 + r ^ 3 / 3) * legendreP2 x) *
          (-(a * r) * x + -(b * r ^ 2) * legendreP2 x) := by
      intro x
      simp only [response, perturbation]
      ring
    rw [funext e', e]
    simp only [Fin.sum_univ_succ, Fin.sum_univ_zero, Matrix.cons_val_zero,
      Matrix.cons_val_succ, Fin.val_succ, Fin.val_zero]
    ring
  unfold average
  rw [funext h, radial_polynomial]
  norm_num [Fin.sum_univ_succ, Nat.factorial]
  ring
```

For $\varphi^2V$ the same step gives

$$-a^2b\big(\tfrac{16}{15}r^6+\tfrac{52}{45}r^7+\tfrac{14}{45}r^8\big)-b^3\big(\tfrac2{35}r^8+\tfrac8{105}r^9+\tfrac8{315}r^{10}\big).$$

The further moments are $\tfrac{315}4,\tfrac{2835}8,\tfrac{14175}8$. The sums $6+\tfrac{91}4+\tfrac{49}2$ and $\tfrac92+27+45$ give $\langle\varphi^2V\rangle=-\tfrac{213}4a^2b-\tfrac{153}2b^3$.

```lean
/-- The average of φ²V is -213a²b/4 - 153b³/2. -/
theorem average_response_sq_mul_perturbation (a b : ℝ) :
    average (fun r x => response a b r x ^ 2 * perturbation a b r x) =
      -213 * a ^ 2 * b / 4 - 153 * b ^ 3 / 2 := by
  have h : ∀ r : ℝ, (∫ x in (-1 : ℝ)..1, response a b r x ^ 2 * perturbation a b r x)
      * (2 * r ^ 2 * Real.exp (-2 * r)) =
      (∑ k : Fin 5, ![-(16 / 15) * (a ^ 2 * b), -(52 / 45) * (a ^ 2 * b),
        -(14 / 45) * (a ^ 2 * b) - 2 / 35 * b ^ 3, -(8 / 105) * b ^ 3,
        -(8 / 315) * b ^ 3] k * r ^ (6 + (k : ℕ))) * Real.exp (-2 * r) := by
    intro r
    have e := (angular_products (a * (r + r ^ 2 / 2)) (b * (r ^ 2 / 2 + r ^ 3 / 3))
      (-(a * r)) (-(b * r ^ 2))).2
    have e' : ∀ x, response a b r x ^ 2 * perturbation a b r x =
        (a * (r + r ^ 2 / 2) * x + b * (r ^ 2 / 2 + r ^ 3 / 3) * legendreP2 x) ^ 2 *
          (-(a * r) * x + -(b * r ^ 2) * legendreP2 x) := by
      intro x
      simp only [response, perturbation]
      ring
    rw [funext e', e]
    simp only [Fin.sum_univ_succ, Fin.sum_univ_zero, Matrix.cons_val_zero,
      Matrix.cons_val_succ, Fin.val_succ, Fin.val_zero]
    ring
  unfold average
  rw [funext h, radial_polynomial]
  norm_num [Fin.sum_univ_succ, Nat.factorial]
  ring
```

## A proton at distance R

A proton on the axis at distance $R$, in the direction $x=1$, has $a=R^{-2}$ and $b=R^{-3}$, so

$$\langle\varphi V\rangle=-\frac9{4R^4}-\frac{15}{2R^6},\qquad \langle\varphi^2V\rangle=-\frac{213}{4R^7}-\frac{153}{2R^9}.$$

The theorem states these multiplied by $R^6$ and $R^9$.

```lean
/-- For a proton at distance R, with a = 1/R² and b = 1/R³, the averages of φV and φ²V,
multiplied by R⁶ and R⁹, are -9R²/4 - 15/2 and -213R²/4 - 153/2. -/
theorem proton_hydrogen_terms {R : ℝ} (hR : R ≠ 0) :
    R ^ 6 * average (fun r x => response (1 / R ^ 2) (1 / R ^ 3) r x
        * perturbation (1 / R ^ 2) (1 / R ^ 3) r x) = -9 / 4 * R ^ 2 - 15 / 2 ∧
    R ^ 9 * average (fun r x => response (1 / R ^ 2) (1 / R ^ 3) r x ^ 2
        * perturbation (1 / R ^ 2) (1 / R ^ 3) r x) = -213 / 4 * R ^ 2 - 153 / 2 := by
  rw [average_response_mul_perturbation, average_response_sq_mul_perturbation]
  constructor <;> field_simp

end

end HydrogenMultipoleResponse
```

A distance is positive, so only $R>0$ describes the proton above. The theorem assumes just $R\neq0$, and this is needed: at $R=0$ Lean sets $1/0=0$, so the first left-hand side is $0$ while the right-hand side is $-15/2$.

Since $\langle V\rangle=\langle\varphi\rangle=0$, Rayleigh–Schrödinger theory reads the two averages as second- and third-order energies, an interpretation that the Lean theorems leave to the reader. They can serve as reference values for perturbation calculations on a hydrogen atom and a fixed distant proton, with the field truncated after the quadrupole. An octupole term would add to the third-order energy at order $R^{-9}$, so $-153/2$ is only the quadrupole part of that coefficient.

```lean
#print axioms HydrogenMultipoleResponse.first_order_equation
#print axioms HydrogenMultipoleResponse.average_one_and_perturbation
#print axioms HydrogenMultipoleResponse.average_response_sq_mul_perturbation
#print axioms HydrogenMultipoleResponse.proton_hydrogen_terms
```

```
'HydrogenMultipoleResponse.first_order_equation' depends on axioms: [propext, Classical.choice, Quot.sound]
'HydrogenMultipoleResponse.average_one_and_perturbation' depends on axioms: [propext, Classical.choice, Quot.sound]
'HydrogenMultipoleResponse.average_response_sq_mul_perturbation' depends on axioms: [propext, Classical.choice, Quot.sound]
'HydrogenMultipoleResponse.proton_hydrogen_terms' depends on axioms: [propext, Classical.choice, Quot.sound]
```
